# A ball of positive radius in finite-dimensional momentum space has positive and finite volume

The momenta whose Euclidean length is at most some r > 0 fill a region of momentum space whose volume is neither zero nor infinite. In mathematical terms, the set of x in ℝᵈ with ∑ xᵢ² ≤ r² has positive, finite Lebesgue measure, for every natural number d and every real r > 0. For positivity, the attempt places inside the ball the set where the inequality is strict, which is open and contains the origin, and so has positive measure. For finiteness, it encloses the ball in the cube [−|r|, |r|]ᵈ, which is compact and so has finite measure.

In Lean, a first try:

```lean
import Mathlib

open MeasureTheory Filter Topology
open scoped Pointwise

namespace MomentumBallVolumePosFinite

noncomputable section

/-- The closed Euclidean ball of radius `|r|` about the origin of momentum space. -/
def momentumBall (d : ℕ) (r : ℝ) : Set (Fin d → ℝ) := {x | ∑ i, x i ^ 2 ≤ r ^ 2}

/-- A momentum ball of positive radius has positive and finite volume. -/
theorem momentumBall_volume_pos_finite (d : ℕ) {r : ℝ} (hr : 0 < r) :
    0 < volume (momentumBall d r) ∧ volume (momentumBall d r) < ⊤ := by
  constructor
  · have ho : IsOpen {x : Fin d → ℝ | ∑ i, x i ^ 2 < r ^ 2} :=
      isOpen_lt (by fun_prop) continuous_const
    have hne : {x : Fin d → ℝ | ∑ i, x i ^ 2 < r ^ 2}.Nonempty :=
      ⟨0, by simp [hr.ne', sq_pos_of_pos hr]⟩
    exact (ho.measure_pos volume hne).trans_le (measure_mono fun x hx => le_of_lt hx)
  · have hs : momentumBall d r ⊆ Set.Icc (fun _ => -|r|) (fun _ => |r|) := by
      intro x hx
      have h : ∀ i, |x i| ≤ |r| := fun i => sq_le_sq.mp
        ((Finset.single_le_sum (f := fun j => x j ^ 2)
          (fun j _ => sq_nonneg _) (Finset.mem_univ i)).trans hx)
      exact ⟨fun i => (abs_le.mp (h i)).1, fun i => (abs_le.mp (h i)).2⟩
    exact (measure_mono hs).trans_lt isCompact_Icc.measure_lt_top

end

end MomentumBallVolumePosFinite
```

The error:

```
Main.lean:21:73: error: Type mismatch
  le_of_lt ?m.220
has type
  ?m.218 ≤ ?m.219
but is expected to have type
  x ∈ momentumBall d r
Main.lean:20:19: warning: This simp argument is unused:
  hr.ne'

Hint: Omit it from the simp argument list.
  [apply] simp [sq_pos_of_pos hr]

Note: This linter can be disabled with `set_option linter.unusedSimpArgs false`
```

Diagnosis. The error lies in the step from the open ball to the closed one. `measure_mono` needs a proof that each `x` in the open ball satisfies `x ∈ momentumBall d r`, and the attempt offers `le_of_lt hx`. That term proves an inequality `?m.218 ≤ ?m.219` whose two sides are still unknown, and Lean did not match this with the membership statement, where the inequality is hidden behind the definition of `momentumBall`.

The mathematics was sound, and the repair only spells it out. The inclusion becomes a separate fact, `hsub`. In its proof, `hx'` restates the hypothesis as a plain strict inequality, and `change` restates the goal as `∑ i, x i ^ 2 ≤ r ^ 2`, which is what membership means by definition. Both sides are now explicit, so `hx'.le` closes the goal, and `measure_mono hsub` gives the comparison of volumes.

The warning says that `simp` made no use of `hr.ne'` in showing that the origin lies in the open ball. Removing it is mere tidying.

The change, after which it compiles:

```diff
@@ -18,6 +18,11 @@
       isOpen_lt (by fun_prop) continuous_const
     have hne : {x : Fin d → ℝ | ∑ i, x i ^ 2 < r ^ 2}.Nonempty :=
-      ⟨0, by simp [hr.ne', sq_pos_of_pos hr]⟩
-    exact (ho.measure_pos volume hne).trans_le (measure_mono fun x hx => le_of_lt hx)
+      ⟨0, by simp [sq_pos_of_pos hr]⟩
+    have hsub : {x : Fin d → ℝ | ∑ i, x i ^ 2 < r ^ 2} ⊆ momentumBall d r := by
+      intro x hx
+      have hx' : ∑ i, x i ^ 2 < r ^ 2 := hx
+      change ∑ i, x i ^ 2 ≤ r ^ 2
+      exact hx'.le
+    exact (ho.measure_pos volume hne).trans_le (measure_mono hsub)
   · have hs : momentumBall d r ⊆ Set.Icc (fun _ => -|r|) (fun _ => |r|) := by
       intro x hx
```
